# In linear response with dielectric function 1 + k²/q², plain mixing in a cell of length L converges exactly for 0 < a < 2/(1 + k²L²/(4π²)), and Kerker mixing with the same k for 0 < a < 2

## Does the longest wave alone decide whether my density mixing converges?

Take a periodic cell of length L, with density errors at the wave numbers q = 2πm/L, m = 1, 2, .... I mix with a fixed parameter a, and each step multiplies the error at q by 1 − a(1 + k²/q²), where k is the screening wave number of the metal.

With kL = 4π and a = 0.3 the errors die out. When I double L and keep a, the m = 1 error grows about fourfold per step and changes sign each time. I see that small q is dangerous, but there are infinitely many other waves. Do they put no condition of their own on a? And does Kerker's weight a q²/(q² + k²) really remove the cell length, or only soften its effect?

## Errors, residuals and mixing weights

The longest wave alone decides whether plain mixing converges, though the short waves help to decide how fast. Kerker's weight removes the cell length entirely in this model, provided that its k is the screening wave number of the metal.

Let e be the complex Fourier amplitude of the density error at wave number q, that is, input density minus self-consistent density. It is not the elementary charge, and k is a screening wave number, not a Bloch vector. An excess of electrons raises the electrostatic potential energy in proportion to 1/q², and the electrons respond by moving away. In the Thomas–Fermi picture the output density then has the error −(k²/q²)e. The residual, output minus input, is

−(k²/q²)e − e = −(1 + k²/q²)e.

The bracket is the static dielectric function of this picture. A mixing step with weight p adds p times the residual to the input:

e → e − p(1 + k²/q²)e = g e, with g = 1 − p(1 + k²/q²).

Plain mixing takes p = a for every q. Kerker mixing takes p = a q²/(q² + k²), with the same k as in the dielectric function. In a calculation the k in this weight is a mixing parameter, and if it differs from the screening wave number of the metal, the factor g depends on q again. The wave m = 0 is left out, because the number of electrons fixes the average density. Negative m gives the same factors as positive m.

## The longest wave sets the limit

After n steps the error is gⁿe. If |g| < 1, it tends to zero for every e. If |g| ≥ 1, the initial error e = 1 keeps modulus |g|ⁿ ≥ 1 and does not decay. So all errors at q decay exactly when |g| < 1.

Write κ = k²L²/(4π²). For q = 2πm/L,

k²/q² = k²L²/(4π²m²) = κ/m²,

so plain mixing has the factors

gₘ = 1 − a(1 + κ/m²).

The condition |gₘ| < 1 means 0 < a(1 + κ/m²) < 2. Since the bracket is positive, this is

0 < a < 2/(1 + κ/m²).

Every wave does put a condition on a, but the upper limit never decreases with m. The condition for m = 1 therefore implies all the others:

0 < a < 2/(1 + κ).

In your short cell κ = 4, the limit is 0.4, and g₁ = −0.5. In the doubled cell κ = 16, the limit is 2/17 ≈ 0.118, and a = 0.3 gives g₁ = −4.1.

With Kerker's weight,

a q²/(q² + k²) · (q² + k²)/q² = a,

so g = 1 − a for every q ≠ 0. The condition is 0 < a < 2, whatever L is.

## Short waves limit the speed

Suppose plain mixing has |gₘ| ≤ r for all m. As m → ∞, gₘ tends to 1 − a, so

1 − a ≤ r.

The longest wave gives −g₁ ≤ r, that is,

a(1 + κ) − 1 ≤ r.

Multiply the first inequality by 1 + κ and add the second. The terms in a cancel, leaving κ ≤ (2 + κ)r, or

r ≥ κ/(2 + κ).

The choice a = 2/(2 + κ) reaches this bound. It gives 1 − a = κ/(2 + κ) and g₁ = −κ/(2 + κ), and all other factors lie between these two values.

For self-consistent calculations on metals in long cells, this linear model with one fixed dielectric function gives a cost estimate for plain mixing: for large κ, reducing the error of the longest wave by a factor of 2.7 at this best a takes about κ/2 steps, a number that grows as L².

## Modes and repeated steps in Lean

`IsMode L q` says that q L = 2πm for some natural number m ≥ 1. The definitions `dielectric`, `residual` and `mixStep` are the three formulas above, with real weights and complex errors. `errorFactor p k q` is g, `kerker a k q` is Kerker's weight, and `screeningRatio k L` is κ. The notation `(mixStep p k q)^[n]` stands for n successive steps.

- `plain_mixing_stable_iff` states, for L > 0, that all modes have |g| < 1 exactly when 0 < a < 2/(1 + k²L²/(4π²)).
- `plain_mixing_converges_iff` gives the same range of a for the decay of every initial error of every mode.
- `kerker_errorFactor` gives the factor 1 − a for q ≠ 0, and `kerker_converges_iff` gives the range 0 < a < 2.
- `plain_mixing_best_rate` says that κ/(2 + κ) is the least r for which some a keeps all |g| ≤ r.

The number k may be any real number, since only its square enters. For k = 0 the two schemes coincide, and both limits are 2. Decay is stated for each wave separately, not for a norm of the whole density.

The step from here to a real calculation is the formula for `residual`. It is a definition, and it makes the response linear, independent for each q, and of Thomas–Fermi form. In a real metal slab the response couples different waves, and far from self-consistency it is nonlinear.

```lean
import Mathlib

open Real Filter Topology

namespace KerkerMixing

noncomputable section

/-- The wave number `q` fits a periodic cell of length `L`: the cell holds a whole number
`m ≥ 1` of periods. -/
def IsMode (L q : ℝ) : Prop := ∃ m : ℕ, 1 ≤ m ∧ q * L = 2 * π * m

/-- The static dielectric function `1 + k²/q²` with screening wave number `k`, for `q ≠ 0`. -/
def dielectric (k q : ℝ) : ℝ := 1 + k ^ 2 / q ^ 2

/-- Output density minus input density at wave number `q ≠ 0`, in linear response to the
error `e` of the input density. -/
def residual (k q : ℝ) (e : ℂ) : ℂ := -(dielectric k q : ℂ) * e

/-- The density error after one mixing step, which adds `p` times the residual to the input. -/
def mixStep (p k q : ℝ) (e : ℂ) : ℂ := e + p * residual k q e

/-- The factor `1 - p (1 + k²/q²)` belonging to mixing weight `p` and wave number `q ≠ 0`. -/
def errorFactor (p k q : ℝ) : ℝ := 1 - p * dielectric k q

/-- Kerker's mixing weight `a q²/(q² + k²)`, for `q` and `k` not both zero. -/
def kerker (a k q : ℝ) : ℝ := a * q ^ 2 / (q ^ 2 + k ^ 2)

/-- The ratio `k²L²/(4π²)` of the squared screening wave number to the square of the smallest
wave number `2π/L` of the cell, for `L ≠ 0`. -/
def screeningRatio (k L : ℝ) : ℝ := k ^ 2 * L ^ 2 / (4 * π ^ 2)

lemma screeningRatio_nonneg (k L : ℝ) : 0 ≤ screeningRatio k L := by
  unfold screeningRatio
  positivity

lemma wave_fits {L : ℝ} (hL : 0 < L) (m : ℕ) : 2 * π * m / L * L = 2 * π * m := by
  field_simp

lemma IsMode.ne_zero {L q : ℝ} (h : IsMode L q) : q ≠ 0 := by
  obtain ⟨m, hm, hq⟩ := h
  rintro rfl
  have hm' : (0 : ℝ) < m := by exact_mod_cast hm
  have : 0 < 2 * π * (m : ℝ) := by positivity
  linarith

/-- After `n` mixing steps the density error is multiplied by the `n`-th power of the
error factor. -/
theorem mixStep_iterate (p k q : ℝ) (n : ℕ) (e : ℂ) :
    (mixStep p k q)^[n] e = (errorFactor p k q : ℂ) ^ n * e := by
  induction n with
  | zero => simp
  | succ n ih =>
    rw [Function.iterate_succ_apply', ih]
    simp only [mixStep, residual, errorFactor]
    push_cast
    ring

/-- Every initial error at wave number `q` decays to zero under repeated mixing exactly when
the error factor is below 1 in absolute value. -/
theorem error_decays_iff (p k q : ℝ) :
    (∀ e : ℂ, Tendsto (fun n : ℕ => (mixStep p k q)^[n] e) atTop (𝓝 0)) ↔
      |errorFactor p k q| < 1 := by
  simp only [mixStep_iterate]
  constructor
  · intro h
    -- the unit error already detects the size of the factor
    have h1 := (h 1).norm
    simp only [mul_one, norm_pow, Complex.norm_real, Real.norm_eq_abs, norm_zero] at h1
    have h2 := tendsto_pow_atTop_nhds_zero_iff.1 h1
    rwa [abs_abs] at h2
  · intro h e
    have hn : ‖(errorFactor p k q : ℂ)‖ < 1 := by
      rw [Complex.norm_real, Real.norm_eq_abs]
      exact h
    have h1 := (tendsto_pow_atTop_nhds_zero_of_norm_lt_one hn).mul_const e
    rwa [zero_mul] at h1

/-- With `m ≥ 1` periods in a cell of length `L`, the error factor of plain mixing is
`1 - a (1 + κ/m²)`, where `κ = k²L²/(4π²)`. -/
theorem errorFactor_mode (a k : ℝ) {L q : ℝ} {m : ℕ} (hm : 1 ≤ m)
    (h : q * L = 2 * π * m) :
    errorFactor a k q = 1 - a * (1 + screeningRatio k L / (m : ℝ) ^ 2) := by
  have hq : q ≠ 0 := IsMode.ne_zero ⟨m, hm, h⟩
  have hm' : (0 : ℝ) < m := by exact_mod_cast hm
  have key : k ^ 2 / q ^ 2 = screeningRatio k L / (m : ℝ) ^ 2 := by
    unfold screeningRatio
    rw [div_div, div_eq_div_iff (by positivity) (by positivity)]
    linear_combination (-(k ^ 2) * (q * L + 2 * π * m)) * h
  rw [errorFactor, dielectric, key]

/-- In a cell of length `L > 0`, plain mixing has all error factors below 1 in absolute value
exactly when `0 < a < 2/(1 + k²L²/(4π²))`. -/
theorem plain_mixing_stable_iff (a k : ℝ) {L : ℝ} (hL : 0 < L) :
    (∀ q, IsMode L q → |errorFactor a k q| < 1) ↔
      0 < a ∧ a < 2 / (1 + k ^ 2 * L ^ 2 / (4 * π ^ 2)) := by
  change _ ↔ 0 < a ∧ a < 2 / (1 + screeningRatio k L)
  have hκ := screeningRatio_nonneg k L
  constructor
  · intro h
    -- the longest wave gives both bounds
    have h1 := h _ ⟨1, le_rfl, wave_fits hL 1⟩
    rw [errorFactor_mode a k le_rfl (wave_fits hL 1)] at h1
    simp only [Nat.cast_one, one_pow, div_one] at h1
    obtain ⟨hl, hu⟩ := abs_lt.1 h1
    constructor
    · by_contra ha
      have ha' : a ≤ 0 := not_lt.1 ha
      nlinarith [mul_nonneg (neg_nonneg.2 ha') hκ]
    · rw [lt_div_iff₀ (by linarith)]
      linarith
  · rintro ⟨ha, hb⟩ q ⟨m, hm, hq⟩
    rw [lt_div_iff₀ (by linarith)] at hb
    have hm' : (1 : ℝ) ≤ m := by exact_mod_cast hm
    have hx : 0 ≤ screeningRatio k L / (m : ℝ) ^ 2 := by positivity
    have hx' : screeningRatio k L / (m : ℝ) ^ 2 ≤ screeningRatio k L :=
      div_le_self hκ (one_le_pow₀ hm')
    rw [errorFactor_mode a k hm hq, abs_lt]
    constructor
    · nlinarith [mul_le_mul_of_nonneg_left hx' ha.le]
    · nlinarith [mul_nonneg ha.le hx]

/-- In a cell of length `L > 0`, repeated plain mixing removes every initial error of every
mode exactly when `0 < a < 2/(1 + k²L²/(4π²))`. -/
theorem plain_mixing_converges_iff (a k : ℝ) {L : ℝ} (hL : 0 < L) :
    (∀ q, IsMode L q → ∀ e : ℂ,
      Tendsto (fun n : ℕ => (mixStep a k q)^[n] e) atTop (𝓝 0)) ↔
      0 < a ∧ a < 2 / (1 + k ^ 2 * L ^ 2 / (4 * π ^ 2)) := by
  rw [← plain_mixing_stable_iff a k hL]
  exact forall₂_congr fun q _ => error_decays_iff a k q

/-- With Kerker's weight the error factor is `1 - a` at every wave number `q ≠ 0`. -/
theorem kerker_errorFactor (a k : ℝ) {q : ℝ} (hq : q ≠ 0) :
    errorFactor (kerker a k q) k q = 1 - a := by
  have hs : q ^ 2 + k ^ 2 ≠ 0 := by positivity
  have hd : 1 + k ^ 2 / q ^ 2 = (q ^ 2 + k ^ 2) / q ^ 2 := by field_simp
  have hc : a * q ^ 2 / (q ^ 2 + k ^ 2) * ((q ^ 2 + k ^ 2) / q ^ 2) = a := by field_simp
  rw [errorFactor, kerker, dielectric, hd, hc]

/-- In a cell of length `L > 0`, repeated Kerker mixing removes every initial error of every
mode exactly when `0 < a < 2`. -/
theorem kerker_converges_iff (a k : ℝ) {L : ℝ} (hL : 0 < L) :
    (∀ q, IsMode L q → ∀ e : ℂ,
      Tendsto (fun n : ℕ => (mixStep (kerker a k q) k q)^[n] e) atTop (𝓝 0)) ↔
      0 < a ∧ a < 2 := by
  constructor
  · intro h
    have hmode : IsMode L (2 * π * (1 : ℕ) / L) := ⟨1, le_rfl, wave_fits hL 1⟩
    have h1 := (error_decays_iff _ _ _).1 (h _ hmode)
    rw [kerker_errorFactor a k hmode.ne_zero, abs_lt] at h1
    constructor <;> linarith [h1.1, h1.2]
  · rintro ⟨ha, hb⟩ q hq
    rw [error_decays_iff, kerker_errorFactor a k hq.ne_zero, abs_lt]
    constructor <;> linarith

/-- In a cell of length `L > 0`, the smallest bound on the absolute values of all error factors that
plain mixing can reach by the choice of `a` is `κ/(2 + κ)`, where `κ = k²L²/(4π²)`. -/
theorem plain_mixing_best_rate (k : ℝ) {L : ℝ} (hL : 0 < L) :
    IsLeast {r : ℝ | ∃ a : ℝ, ∀ q, IsMode L q → |errorFactor a k q| ≤ r}
      (screeningRatio k L / (2 + screeningRatio k L)) := by
  have hκ := screeningRatio_nonneg k L
  have hpos : 0 < 2 + screeningRatio k L := by linarith
  constructor
  · -- the weight 2/(2 + κ) balances the longest wave against the shortest ones
    obtain ⟨a, ha⟩ : ∃ a : ℝ, a = 2 / (2 + screeningRatio k L) := ⟨_, rfl⟩
    have ha0 : 0 ≤ a := by rw [ha]; positivity
    have hs : a * (2 + screeningRatio k L) = 2 := by
      rw [ha]
      exact (div_eq_iff hpos.ne').1 rfl |>.symm
    have hr : screeningRatio k L / (2 + screeningRatio k L) = 1 - a := by
      rw [div_eq_iff hpos.ne']
      linarith
    refine ⟨a, ?_⟩
    rintro q ⟨m, hm, hq⟩
    have hm' : (1 : ℝ) ≤ m := by exact_mod_cast hm
    have hx : 0 ≤ screeningRatio k L / (m : ℝ) ^ 2 := by positivity
    have hx' : screeningRatio k L / (m : ℝ) ^ 2 ≤ screeningRatio k L :=
      div_le_self hκ (one_le_pow₀ hm')
    rw [hr, errorFactor_mode a k hm hq, abs_le]
    constructor
    · nlinarith [mul_le_mul_of_nonneg_left hx' ha0]
    · nlinarith [mul_nonneg ha0 hx]
  · rintro r ⟨a, h⟩
    -- short waves: the factor tends to 1 - a
    have t : Tendsto (fun m : ℕ => screeningRatio k L / (m : ℝ) ^ 2) atTop (𝓝 0) :=
      tendsto_const_nhds.div_atTop
        ((tendsto_pow_atTop two_ne_zero).comp tendsto_natCast_atTop_atTop)
    have hlim : 1 - a * (1 + 0) ≤ r := by
      refine le_of_tendsto (((t.const_add 1).const_mul a).const_sub 1)
        (eventually_atTop.2 ⟨1, fun m hm => ?_⟩)
      have h2 := h _ ⟨m, hm, wave_fits hL m⟩
      rw [errorFactor_mode a k hm (wave_fits hL m)] at h2
      exact (abs_le.1 h2).2
    -- the longest wave bounds the factor from the other side
    have h1 := h _ ⟨1, le_rfl, wave_fits hL 1⟩
    rw [errorFactor_mode a k le_rfl (wave_fits hL 1)] at h1
    simp only [Nat.cast_one, one_pow, div_one] at h1
    have h3 := (abs_le.1 h1).1
    have h4 : 0 ≤ 1 + screeningRatio k L := by linarith
    rw [div_le_iff₀ hpos]
    nlinarith [mul_le_mul_of_nonneg_left hlim h4]

end

end KerkerMixing
```

```lean
#print axioms KerkerMixing.plain_mixing_converges_iff
#print axioms KerkerMixing.kerker_converges_iff
#print axioms KerkerMixing.plain_mixing_best_rate
```

```
'KerkerMixing.plain_mixing_converges_iff' depends on axioms: [propext, Classical.choice, Quot.sound]
'KerkerMixing.kerker_converges_iff' depends on axioms: [propext, Classical.choice, Quot.sound]
'KerkerMixing.plain_mixing_best_rate' depends on axioms: [propext, Classical.choice, Quot.sound]
```

## From powers of g to the bounds on a

`mixStep_iterate` proves the formula gⁿe by induction: one more step is split off, the definitions are expanded, and `ring` checks the algebra. `error_decays_iff` then follows the argument about |g|. In one direction it inserts the error 1 and takes norms, so that |g|ⁿ → 0 forces |g| < 1. In the other it multiplies the limit gⁿ → 0 by e.

`errorFactor_mode` turns k²/q² into κ/m². After the denominators are cleared, what is needed is (qL)² = (2πm)². The `linear_combination` step obtains it by multiplying qL = 2πm by qL + 2πm. The lemma `IsMode.ne_zero` supplies q ≠ 0, and `wave_fits` confirms that 2πm/L satisfies the mode equation.

In `plain_mixing_stable_iff`, the forward direction looks only at m = 1. The inequality g₁ < 1 excludes a ≤ 0, and −1 < g₁ gives the upper limit. For the converse, `hx` and `hx'` state 0 ≤ κ/m² ≤ κ, which carries the bound from the longest wave to all the others. `plain_mixing_converges_iff` combines this theorem with `error_decays_iff`, mode by mode.

`kerker_errorFactor` writes the dielectric function as (q² + k²)/q² and cancels it against the weight. `kerker_converges_iff` needs one mode to get the bounds on a, and takes m = 1. Conversely, those bounds give |1 − a| < 1 for every mode.

`plain_mixing_best_rate` has two halves. The first takes a = 2/(2 + κ) and checks −(1 − a) ≤ gₘ ≤ 1 − a, again from 0 ≤ κ/m² ≤ κ. The second proves the lower bound on r: `le_of_tendsto` passes to the limit m → ∞ and gives 1 − a ≤ r, `h3` holds the inequality for m = 1, and the final `nlinarith` receives the first inequality multiplied by 1 + κ and adds the two.

## A finite plane-wave cutoff

The modes could also have been restricted to m ≤ M, as in a plane-wave basis with a cutoff. The range of a for convergence would stay the same, because m = 1 is still present. For k ≠ 0 the best rate would change, since the shortest wave would then have the factor 1 − a(1 + κ/M²) in place of the limit 1 − a. Balancing it against the longest wave gives

r = κ(1 − 1/M²)/(2 + κ(1 + 1/M²)).

This is zero for M = 1, where a single wave can be removed in one step, and it approaches κ/(2 + κ) as M grows.
